# Löwdin's one-electron rule: matrix elements between non-orthogonal determinants as \(\operatorname{tr}(\operatorname{adj}(M)\,h)\)

The matrix element of a one-electron operator between two Slater determinants is defined here by its permutation expansion, in terms of orbital overlaps and one-electron integrals. The many-electron wavefunctions do not appear in the Lean code. The passage from wavefunctions to the expansion is a short calculation, given below before the definition, and the theorems start from its result.

## Overlaps and integrals as two square matrices

Let \(N\) electrons occupy spin orbitals \(a_1,\dots,a_N\) in the bra determinant and \(b_1,\dots,b_N\) in the ket determinant. No orthogonality is assumed, either within a set or between the sets. For a one-electron operator \(\hat h\), write

\[
M_{ij}=\langle a_i|b_j\rangle,\qquad h_{ij}=\langle a_i|\hat h|b_j\rangle .
\]

Rows belong to the bra and columns to the ket. The argument only adds and multiplies these entries, so they may lie in any commutative ring, of which the complex numbers are the physical case.

```lean
import Mathlib

open Matrix Finset

namespace LoewdinOneElectronRule

variable {n R : Type*} [Fintype n] [DecidableEq n] [CommRing R]
```

The finite type `n` labels the orbitals, and `R` is the ring of scalars. Using the same `n` for rows and columns says that both determinants hold the same number of electrons. Nothing ties `M` and `h` to actual orbitals: they are arbitrary square matrices, and \(\hat h\) need not be Hermitian.

## From wavefunctions to one sum over permutations

Take the determinants with the usual prefactor,

\[
A=\frac1{\sqrt{N!}}\sum_\pi \operatorname{sgn}(\pi)\prod_k a_{\pi(k)}(x_k),\qquad
B=\frac1{\sqrt{N!}}\sum_\tau \operatorname{sgn}(\tau)\prod_k b_{\tau(k)}(x_k),
\]

where \(\pi\) and \(\tau\) run over the permutations of \(1,\dots,N\) and \(x_k\) are the coordinates of electron \(k\). Let \(\hat\Omega=\sum_k\hat h(k)\) be the total one-electron operator. Each term of \(\hat\Omega\) acts on one electron and leaves overlaps for the others:

\[
\langle A|\hat\Omega|B\rangle=\frac1{N!}\sum_{\pi,\tau}\operatorname{sgn}(\pi)\operatorname{sgn}(\tau)
\sum_k h_{\pi(k)\,\tau(k)}\prod_{j\ne k}M_{\pi(j)\,\tau(j)} .
\]

Relabel each electron by the ket orbital that it occupies, and set \(\sigma=\pi\tau^{-1}\), so that \(\operatorname{sgn}(\sigma)=\operatorname{sgn}(\pi)\operatorname{sgn}(\tau)\). The summand then depends on \(\sigma\) alone, and the remaining sum over \(\tau\) cancels the factor \(1/N!\):

\[
\langle A|\hat\Omega|B\rangle=\sum_\sigma\operatorname{sgn}(\sigma)\sum_k h_{\sigma(k)\,k}\prod_{j\ne k}M_{\sigma(j)\,j}.
\]

```lean
/-- The matrix element of a one-electron operator between two determinants with orbital
overlaps `M` and one-electron integrals `h`: a signed sum over permutations in which one
electron carries an integral and all others carry overlaps. -/
def oneElectronElement (M h : Matrix n n R) : R :=
  ∑ σ : Equiv.Perm n, ((Equiv.Perm.sign σ : ℤ) : R) *
    ∑ k, h (σ k) k * ∏ j ∈ univ.erase k, M (σ j) j
```

The definition `oneElectronElement` is this last expression. The index `k` names the electron in ket orbital \(b_k\), `σ k` names the bra orbital matched with it, and `univ.erase k` is the set of all other electrons. The sign of a permutation is an integer in Mathlib and is cast into `R`.

The prefactor \(1/\sqrt{N!}\) normalises a determinant whose own orbitals are orthonormal, but not every determinant. In general \(\langle A|A\rangle=\det S^A\) with \(S^A_{ij}=\langle a_i|a_j\rangle\), and likewise for \(B\). For linearly independent orbitals in each set, the element between normalised states is therefore

\[
\frac{\langle A|\hat\Omega|B\rangle}{\sqrt{\det S^A\,\det S^B}} .
\]

## One replaced column for each electron

Exchange the two finite sums, so that the electron \(k\) is chosen first:

\[
\langle A|\hat\Omega|B\rangle=\sum_k\left[\sum_\sigma\operatorname{sgn}(\sigma)\,h_{\sigma(k)\,k}\prod_{j\ne k}M_{\sigma(j)\,j}\right].
\]

Let \(M^{(k)}\) be the matrix \(M\) with its column \(k\) replaced by column \(k\) of \(h\). Its Leibniz expansion is

\[
\det M^{(k)}=\sum_\sigma\operatorname{sgn}(\sigma)\prod_j M^{(k)}_{\sigma(j)\,j}.
\]

In each product the factor with \(j=k\) is \(h_{\sigma(k)\,k}\), and every other factor is an unchanged overlap. The bracket is thus \(\det M^{(k)}\), and

\[
\langle A|\hat\Omega|B\rangle=\sum_k\det M^{(k)} .
\]

```lean
/-- The matrix element is the sum over electrons of the overlap determinant with one column
of overlaps replaced by the corresponding column of one-electron integrals. -/
theorem element_eq_sum_det (M h : Matrix n n R) :
    oneElectronElement M h = ∑ k, (M.updateCol k (fun i => h i k)).det := by
  simp only [oneElectronElement, Matrix.det_apply', Finset.mul_sum]
  -- exchange the sum over permutations with the sum over electrons
  rw [Finset.sum_comm]
  refine Finset.sum_congr rfl fun k _ => Finset.sum_congr rfl fun σ _ => ?_
  -- split off the factor of the electron acted on by the operator
  have hp : ∏ j, (M.updateCol k (fun i => h i k)) (σ j) j
      = h (σ k) k * ∏ j ∈ univ.erase k, M (σ j) j := by
    rw [← Finset.mul_prod_erase Finset.univ _ (Finset.mem_univ k), Matrix.updateCol_self]
    congr 1
    exact Finset.prod_congr rfl fun j hj => Matrix.updateCol_ne (Finset.ne_of_mem_erase hj)
  rw [hp]
```

In Lean, `M.updateCol k (fun i => h i k)` is \(M^{(k)}\). The proof expands the determinants with `Matrix.det_apply'` and exchanges the sums with `Finset.sum_comm`. The intermediate statement `hp` is the factorisation of the product: `Finset.mul_prod_erase` separates the factor of electron `k`, after which `Matrix.updateCol_self` identifies it as an integral and `Matrix.updateCol_ne` identifies the others as overlaps.

For two electrons the sum reads

\[
(h_{11}M_{22}-h_{21}M_{12})+(M_{11}h_{22}-M_{21}h_{12}),
\]

with one bracket for each replaced column.

## Cofactors collect the determinants into a trace

Let \(C_{ik}\) be the cofactor of \(M\) at row \(i\) and column \(k\): the determinant left after deleting that row and column, times \((-1)^{i+k}\). Expand \(\det M^{(k)}\) along its replaced column. The cofactors needed do not involve column \(k\), so they are those of \(M\) itself. The adjugate is the transposed cofactor matrix, \(\operatorname{adj}(M)_{ki}=C_{ik}\), and hence

\[
\det M^{(k)}=\sum_i h_{ik}\,C_{ik}=\sum_i\operatorname{adj}(M)_{ki}\,h_{ik}=(\operatorname{adj}(M)\,h)_{kk}.
\]

Summing over \(k\) gives

\[
\sum_k\det M^{(k)}=\operatorname{tr}(\operatorname{adj}(M)\,h).
\]

```lean
/-- The sum of the column-replaced overlap determinants is the trace of the adjugate overlap
matrix times the matrix of one-electron integrals. -/
theorem sum_det_eq_trace_adjugate (M h : Matrix n n R) :
    ∑ k, (M.updateCol k (fun i => h i k)).det = (M.adjugate * h).trace := by
  unfold Matrix.trace
  refine Finset.sum_congr rfl fun k _ => ?_
  -- Cramer's rule for column `k`
  rw [← Matrix.cramer_apply, Matrix.cramer_eq_adjugate_mulVec]
  rfl
```

The proof compares the two sums term by term. Mathlib's `cramer` assigns to a matrix and a vector the determinants obtained by putting the vector in place of each column. `Matrix.cramer_apply` recognises \(\det M^{(k)}\) in this form, and `Matrix.cramer_eq_adjugate_mulVec` rewrites it as the adjugate acting on column \(k\) of \(h\). The component needed is the diagonal entry in the formula above. No inverse of \(M\) enters.

The same column argument gives Jacobi's formula for the derivative of a determinant. For a real parameter \(\varepsilon\), each column of \(M+\varepsilon h\) is a sum of an overlap column and \(\varepsilon\) times an integral column. Since the determinant is linear in each column separately, the terms of first order in \(\varepsilon\) have exactly one column replaced, so that

\[
\left.\frac{d}{d\varepsilon}\det(M+\varepsilon h)\right|_{\varepsilon=0}
=\sum_k\det M^{(k)}=\operatorname{tr}(\operatorname{adj}(M)\,h).
\]

In terms of wavefunctions, \(\det(M+\varepsilon h)\) is the matrix element of \(\prod_k(1+\varepsilon\hat h(k))\), whose first-order part is \(\hat\Omega\).

## The inverse overlap matrix, when there is one

The two previous steps combine to \(\langle A|\hat\Omega|B\rangle=\operatorname{tr}(\operatorname{adj}(M)\,h)\) for every \(M\). If \(\det M\) is invertible, then \(MM^{-1}=1\), and the identity \(\operatorname{adj}(M)\,M=\det M\cdot 1\) gives

\[
\operatorname{adj}(M)=\operatorname{adj}(M)\,M\,M^{-1}=\det M\;M^{-1}.
\]

Substitution into the trace yields

\[
\langle A|\hat\Omega|B\rangle=\det M\;\operatorname{tr}(M^{-1}h).
\]

```lean
/-- Loewdin's one-electron rule: the matrix element is the sum of column-replaced determinants and
is also equal to the trace of `adjugate M * h`; for an invertible overlap matrix it is `det M * tr
(M⁻¹ * h)`. -/
theorem loewdin_one_electron_rule (M h : Matrix n n R) :
    oneElectronElement M h = ∑ k, (M.updateCol k (fun i => h i k)).det ∧
    oneElectronElement M h = (M.adjugate * h).trace ∧
    (IsUnit M.det → oneElectronElement M h = M.det * (M⁻¹ * h).trace) := by
  have key : oneElectronElement M h = (M.adjugate * h).trace :=
    (element_eq_sum_det M h).trans (sum_det_eq_trace_adjugate M h)
  refine ⟨element_eq_sum_det M h, key, fun hM => ?_⟩
  -- for invertible overlaps the adjugate is the scaled inverse
  have hadj : M.adjugate = M.det • M⁻¹ := by
    calc M.adjugate = M.adjugate * (M * M⁻¹) := by
          rw [Matrix.mul_nonsing_inv M hM, Matrix.mul_one]
      _ = M.det • M⁻¹ := by
          rw [← Matrix.mul_assoc, Matrix.adjugate_mul, Matrix.smul_mul, Matrix.one_mul]
  rw [key, hadj, Matrix.smul_mul, Matrix.trace_smul, smul_eq_mul]
```

The theorem `loewdin_one_electron_rule` states three things about arbitrary `M` and `h`: the sum of column-replaced determinants, the adjugate trace, and, under the condition `IsUnit M.det`, the inverse form. Over the complex numbers this condition means \(\det M\neq0\), which says physically that the two determinants have a non-zero overlap, since \(\langle A|B\rangle=\det M\). For singular \(M\) Lean's `M⁻¹` is the zero matrix, so the right-hand side of the last formula is then zero, while the element itself can be non-zero: the condition cannot be dropped.

In the proof, `key` chains the two earlier theorems, `hadj` is the displayed calculation of the adjugate, and the final rewriting takes the scalar \(\det M\) out of the trace.

When \(\det M\neq0\), division by the overlap gives \(\langle A|\hat\Omega|B\rangle/\langle A|B\rangle=\operatorname{tr}(M^{-1}h)\). If bra and ket are the same determinant, this is the normalised expectation value of \(\hat\Omega\).

The equalities also hold at the smallest sizes. For one electron the element is \(h_{11}\), whatever the value of \(M_{11}\), because the adjugate of a \(1\times1\) matrix is 1. With no electrons it is zero.

In non-orthogonal configuration interaction, the rule supplies the kinetic, nuclear-attraction and dipole contributions between two determinants with equal, finite numbers of electrons; electron repulsion is a two-electron operator, to which this rule does not apply; its matrix element can be expanded in cofactors with two rows and two columns removed.

## Transforming the occupied orbitals

Let the occupied orbitals be mixed among themselves. With ket orbitals \(b'_j=\sum_l b_l V_{lj}\) and bra orbitals \(a'_i=\sum_k U_{ik}^{*}\,a_k\), the conjugation in the bra turns \(U^{*}\) into \(U\), and

\[
M'=UMV,\qquad h'=UhV .
\]

The adjugate reverses products, so \(\operatorname{adj}(UMV)=\operatorname{adj}(V)\operatorname{adj}(M)\operatorname{adj}(U)\). Using \(\operatorname{adj}(U)\,U=\det U\cdot1\), the cyclic property of the trace, and \(V\operatorname{adj}(V)=\det V\cdot1\), one finds

\[
\begin{aligned}
\operatorname{tr}(\operatorname{adj}(M')\,h')
&=\operatorname{tr}(\operatorname{adj}(V)\operatorname{adj}(M)\operatorname{adj}(U)\,U\,h\,V)\\
&=\det U\;\operatorname{tr}(V\operatorname{adj}(V)\operatorname{adj}(M)\,h)\\
&=\det U\,\det V\;\operatorname{tr}(\operatorname{adj}(M)\,h).
\end{aligned}
\]

```lean
/-- When the overlaps become `U * M * V` and the one-electron integrals become `U * h * V`, the
matrix element is multiplied by `det U * det V`. -/
theorem element_orbital_transformation (U V M h : Matrix n n R) :
    oneElectronElement (U * M * V) (U * h * V)
      = U.det * V.det * oneElectronElement M h := by
  rw [(loewdin_one_electron_rule (U * M * V) (U * h * V)).2.1,
    (loewdin_one_electron_rule M h).2.1,
    Matrix.adjugate_mul_distrib, Matrix.adjugate_mul_distrib]
  -- bring each transformation next to its own adjugate
  have e : V.adjugate * (M.adjugate * U.adjugate) * (U * h * V)
      = V.adjugate * (M.adjugate * (U.adjugate * U) * h) * V := by
    simp only [Matrix.mul_assoc]
  rw [e, Matrix.trace_mul_comm, ← Matrix.mul_assoc V, Matrix.mul_adjugate,
    Matrix.adjugate_mul]
  simp only [Matrix.smul_mul, Matrix.mul_smul, Matrix.one_mul, Matrix.mul_one,
    Matrix.trace_smul, smul_eq_mul]
  ring
```

In `element_orbital_transformation` the matrices `U` and `V` are arbitrary: they need be neither unitary nor invertible. The proof first passes to the adjugate form on both sides. The equation `e` regroups the product so that `U.adjugate` stands next to `U`, and `Matrix.trace_mul_comm` carries the final `V` to the front, next to its own adjugate.

For unitary transformations of complex orbitals the factor \(\det U\det V\) is a phase. It is the same factor by which \(\langle A|B\rangle\) changes, so the ratio of the element to a non-zero overlap is unaffected.

## Paired orbitals

Suppose now that each \(a_j\) overlaps only with its partner \(b_j\), so that \(M=\operatorname{diag}(s_1,\dots,s_N)\) with \(s_j=\langle a_j|b_j\rangle\). Deleting row and column \(k\) leaves the product of the other overlaps, while every off-diagonal cofactor vanishes:

\[
\operatorname{adj}(M)_{kk}=\prod_{j\ne k}s_j .
\]

The trace then contains only diagonal integrals,

\[
\langle A|\hat\Omega|B\rangle=\sum_k h_{kk}\prod_{j\ne k}s_j .
\]

```lean
/-- For paired orbitals, with overlaps `s j` within pairs and zero between different pairs, the
matrix element is the sum of the diagonal integrals, each weighted by the product of the overlaps of
all other pairs. -/
theorem element_paired_orbitals (s : n → R) (h : Matrix n n R) :
    oneElectronElement (Matrix.diagonal s) h
      = ∑ k, h k k * ∏ j ∈ univ.erase k, s j := by
  rw [(loewdin_one_electron_rule (Matrix.diagonal s) h).2.1, Matrix.adjugate_diagonal]
  unfold Matrix.trace
  refine Finset.sum_congr rfl fun k _ => ?_
  rw [Matrix.diag_apply, Matrix.diagonal_mul, mul_comm]
```

Here `s : n → R` is the list of paired overlaps and `Matrix.diagonal s` is the overlap matrix. The lemma `Matrix.adjugate_diagonal` supplies the cofactors, and the trace is then evaluated entry by entry. The matrix `h` remains general, but its off-diagonal entries drop out of the element.

The theorem takes the pairing as given. For complex orbitals, a singular value decomposition of \(M\) provides unitary \(U\) and \(V\) that make \(UMV\) diagonal. The integrals must then be transformed to \(UhV\), and the paired element differs from the original one by the phase \(\det U\det V\).

## A pair with zero overlap

Let \(s_p=0\) for one pair \(p\). For \(k\ne p\), the product \(\prod_{j\ne k}s_j\) contains \(s_p\) and vanishes. Only the term \(k=p\), in which \(s_p\) is left out, can contribute:

\[
\langle A|\hat\Omega|B\rangle=h_{pp}\prod_{j\ne p}s_j .
\]

```lean
/-- If the overlap of the orbital pair `p` vanishes, only the integral of that pair
contributes, weighted by the product of the remaining overlaps. -/
theorem element_one_zero_overlap (s : n → R) (h : Matrix n n R) (p : n) (hp : s p = 0) :
    oneElectronElement (Matrix.diagonal s) h
      = h p p * ∏ j ∈ univ.erase p, s j := by
  rw [element_paired_orbitals]
  refine Finset.sum_eq_single p (fun k _ hk => ?_)
    (fun hnot => absurd (Finset.mem_univ p) hnot)
  -- every other term contains the vanishing overlap as a factor
  have hz : ∏ j ∈ univ.erase k, s j = 0 :=
    Finset.prod_eq_zero (Finset.mem_erase.mpr ⟨hk.symm, Finset.mem_univ p⟩) hp
  rw [hz, mul_zero]

end LoewdinOneElectronRule
```

The hypothesis `hp` states that \(s_p=0\). `Finset.sum_eq_single` reduces the sum to the term `p`, and `hz` shows that the product in every other term is zero.

In this case \(\det M=0\): the two determinants are orthogonal, and over the complex numbers \(M\) has no inverse, yet the one-electron element can be non-zero. If all other paired overlaps equal 1, it is \(\langle a_p|\hat h|b_p\rangle\), the Slater–Condon value for determinants of orthonormal orbitals that differ in one orbital. If a second paired overlap also vanishes, the remaining product is zero and so is the element.

```lean
#print axioms LoewdinOneElectronRule.loewdin_one_electron_rule
#print axioms LoewdinOneElectronRule.element_orbital_transformation
#print axioms LoewdinOneElectronRule.element_one_zero_overlap
```

```
'LoewdinOneElectronRule.loewdin_one_electron_rule' depends on axioms: [propext, Classical.choice, Quot.sound]
'LoewdinOneElectronRule.element_orbital_transformation' depends on axioms: [propext, Classical.choice, Quot.sound]
'LoewdinOneElectronRule.element_one_zero_overlap' depends on axioms: [propext, Classical.choice, Quot.sound]
```
